# The transfer error of an effective pair energy for identical fragments with two- and three-body increments

A pair energy fitted to the total interaction energy of a cluster of at least two fragments also absorbs that cluster's three-body energy. In the model treated here, all pairs have the same increment, so do all triples, and there are no four-body or higher increments. If the triple increment is nonzero, the fitted pair energy gives a wrong interaction energy for every cluster of another size with at least two fragments.

In Lean 4 with Mathlib:

```lean
import Mathlib

open Finset

namespace EffectivePairPotential

noncomputable section

variable {α : Type*}

/-- The many-body increment of a group of `k` identical fragments: `e` for one fragment,
`v` for a pair, `c` for a triple, and zero for every other size. -/
def increment (e v c : ℝ) (k : ℕ) : ℝ :=
  if k = 1 then e else if k = 2 then v else if k = 3 then c else 0

/-- The energy of a cluster `S`: the sum of the increments of all its subsets. -/
def energy (e v c : ℝ) (S : Finset α) : ℝ :=
  ∑ U ∈ S.powerset, increment e v c U.card

/-- The interaction energy of a cluster: its energy minus the energies of its isolated
fragments. -/
def interaction (e v c : ℝ) (S : Finset α) : ℝ :=
  energy e v c S - ∑ i ∈ S, energy e v c {i}

/-- The interaction energy in a model that assigns the same energy `u` to every pair. -/
def pairModel (u : ℝ) (S : Finset α) : ℝ :=
  ∑ _P ∈ S.powersetCard 2, u

/-- The effective pair energy for a cluster of `N` fragments: the pair increment plus
`(N - 2) / 3` times the triple increment. -/
def effectivePair (v c : ℝ) (N : ℕ) : ℝ :=
  v + ((N : ℝ) - 2) * c / 3

/-- The cluster energy counts each fragment, each pair and each triple once. -/
theorem energy_eq (e v c : ℝ) (S : Finset α) :
    energy e v c S =
      (S.card : ℝ) * e + (S.card.choose 2 : ℝ) * v + (S.card.choose 3 : ℝ) * c := by
  -- group the subsets by their size
  have h0 : energy e v c S =
      ∑ m ∈ range (S.card + 1), (S.card.choose m) • increment e v c m := by
    unfold energy
    rw [Finset.sum_powerset_apply_card (increment e v c)]
  -- sizes above the cluster size do not occur
  have h1 : ∑ m ∈ range (S.card + 1), (S.card.choose m) • increment e v c m =
      ∑ m ∈ range (S.card + 4), (S.card.choose m) • increment e v c m := by
    apply Finset.sum_subset
    · intro m hm
      simp only [Finset.mem_range] at *
      omega
    · intro m _ hm
      simp only [Finset.mem_range] at hm
      rw [Nat.choose_eq_zero_of_lt (by omega), zero_smul]
  -- sizes above three carry no increment
  have h2 : ∑ m ∈ range 4, (S.card.choose m) • increment e v c m =
      ∑ m ∈ range (S.card + 4), (S.card.choose m) • increment e v c m := by
    apply Finset.sum_subset
    · intro m hm
      simp only [Finset.mem_range] at *
      omega
    · intro m _ hm
      simp only [Finset.mem_range] at hm
      unfold increment
      rw [if_neg (by omega), if_neg (by omega), if_neg (by omega), smul_zero]
  rw [h0, h1, ← h2]
  simp [Finset.sum_range_succ, increment]

/-- The interaction energy is the number of pairs times `v` plus the number of triples
times `c`. -/
theorem interaction_eq (e v c : ℝ) (S : Finset α) :
    interaction e v c S =
      (S.card.choose 2 : ℝ) * v + (S.card.choose 3 : ℝ) * c := by
  have h1 : ∀ i : α, energy e v c {i} = e := by
    intro i
    rw [energy_eq, Finset.card_singleton]
    simp [Nat.choose]
  unfold interaction
  rw [energy_eq]
  simp only [h1, Finset.sum_const, nsmul_eq_mul]
  ring

/-- The number of triples among `n` fragments is the number of pairs times `(n - 2) / 3`. -/
theorem triples_eq (n : ℕ) :
    (n.choose 3 : ℝ) = (n.choose 2 : ℝ) * ((n : ℝ) - 2) / 3 := by
  rcases lt_or_ge n 2 with hn | hn
  · interval_cases n <;> simp [Nat.choose]
  · have h : n.choose 3 * 3 = n.choose 2 * (n - 2) := Nat.choose_succ_right_eq n 2
    have h' : (n.choose 3 : ℝ) * 3 = (n.choose 2 : ℝ) * ((n - 2 : ℕ) : ℝ) := by
      exact_mod_cast h
    rw [Nat.cast_sub hn] at h'
    push_cast at h'
    linarith

/-- The pair model is the number of pairs times the pair energy. -/
theorem pairModel_eq (u : ℝ) (S : Finset α) :
    pairModel u S = (S.card.choose 2 : ℝ) * u := by
  unfold pairModel
  rw [Finset.sum_const, Finset.card_powersetCard, nsmul_eq_mul]

/-- For a cluster of at least two fragments, a constant pair energy reproduces the interaction
energy exactly when it is the effective pair energy for that cluster size. -/
theorem fits_iff (e v c u : ℝ) (S : Finset α) (hS : 2 ≤ S.card) :
    pairModel u S = interaction e v c S ↔ u = effectivePair v c S.card := by
  have hp : (S.card.choose 2 : ℝ) ≠ 0 := Nat.cast_ne_zero.2 (Nat.choose_pos hS).ne'
  rw [pairModel_eq, interaction_eq, triples_eq]
  constructor
  · intro h
    apply mul_left_cancel₀ hp
    unfold effectivePair
    linear_combination h
  · intro h
    rw [h]
    unfold effectivePair
    ring

/-- If a pair energy `u` reproduces the interaction energy of a reference cluster `S` of at
least two fragments, then for any cluster `T` the exact interaction energy minus that of the
pair model is the number of pairs in `T` times `c (|T| - |S|) / 3`. -/
theorem transfer_error (e v c u : ℝ) (S T : Finset α) (hS : 2 ≤ S.card)
    (hfit : pairModel u S = interaction e v c S) :
    interaction e v c T - pairModel u T =
      (T.card.choose 2 : ℝ) * c * ((T.card : ℝ) - (S.card : ℝ)) / 3 := by
  -- the fit fixes the pair energy
  have hu := (fits_iff e v c u S hS).1 hfit
  rw [pairModel_eq, interaction_eq, triples_eq, hu]
  unfold effectivePair
  ring

/-- A pair energy fitted to one cluster is exact for a second one, both of at least two
fragments, if and only if the triple increment vanishes or the clusters have equal size. -/
theorem transferable_iff (e v c u : ℝ) (S T : Finset α) (hS : 2 ≤ S.card)
    (hT : 2 ≤ T.card) (hfit : pairModel u S = interaction e v c S) :
    pairModel u T = interaction e v c T ↔ c = 0 ∨ T.card = S.card := by
  have h := transfer_error e v c u S T hS hfit
  have hp : (T.card.choose 2 : ℝ) ≠ 0 := Nat.cast_ne_zero.2 (Nat.choose_pos hT).ne'
  constructor
  · intro ht
    rw [ht, sub_self] at h
    have hz : (T.card.choose 2 : ℝ) * (c * ((T.card : ℝ) - (S.card : ℝ))) = 0 := by
      linarith
    rcases mul_eq_zero.1 ((mul_eq_zero.1 hz).resolve_left hp) with hc | hc
    · exact Or.inl hc
    · exact Or.inr (by exact_mod_cast sub_eq_zero.1 hc)
  · intro hc
    have hz : (T.card.choose 2 : ℝ) * c * ((T.card : ℝ) - (S.card : ℝ)) / 3 = 0 := by
      rcases hc with hc | hc <;> simp [hc]
    linarith

/-- With a negative triple increment, a pair energy fitted to a cluster of at least two
fragments gives too high an interaction energy for every larger cluster. -/
theorem underbinds_larger (e v c u : ℝ) (S T : Finset α) (hS : 2 ≤ S.card)
    (hST : S.card < T.card) (hc : c < 0)
    (hfit : pairModel u S = interaction e v c S) :
    interaction e v c T < pairModel u T := by
  have h := transfer_error e v c u S T hS hfit
  have hp : (0 : ℝ) < (T.card.choose 2 : ℝ) :=
    Nat.cast_pos.2 (Nat.choose_pos (by omega))
  have hd : (0 : ℝ) < (T.card : ℝ) - (S.card : ℝ) := sub_pos.2 (Nat.cast_lt.2 hST)
  have hneg := mul_pos (mul_pos hp (neg_pos.2 hc)) hd
  nlinarith

end

end EffectivePairPotential
```

```lean
#print axioms EffectivePairPotential.transfer_error
#print axioms EffectivePairPotential.transferable_iff
#print axioms EffectivePairPotential.underbinds_larger
```

```
'EffectivePairPotential.transfer_error' depends on axioms: [propext, Classical.choice, Quot.sound]
'EffectivePairPotential.transferable_iff' depends on axioms: [propext, Classical.choice, Quot.sound]
'EffectivePairPotential.underbinds_larger' depends on axioms: [propext, Classical.choice, Quot.sound]
```

## Clusters as sums of increments

A cluster is a finite set of fragments, `S : Finset α`, where the elements of `α` are only labels. Each subset contributes an increment that depends on its size alone: $e$ for one fragment, $v$ for a pair, $c$ for a triple and zero otherwise. `energy` adds these contributions, and `interaction` subtracts the energies of the isolated fragments. All energies are real numbers in any common unit.

The model contains no geometry: every pair has the same $v$ and every triple the same $c$, in every cluster. In a real cluster the increments vary with distance and orientation. The absence of four-body and higher terms is likewise assumed; it stands for a many-body expansion that ends at triples.

`pairModel u S` assigns one constant energy $u$ to every pair. The hypothesis `hfit` says that this model reproduces the exact interaction energy of the reference cluster $S$. It does not prescribe the value of $u$.

## From counting triples to the fitted pair energy

For a cluster of $n$ fragments, grouping the subsets by size gives
$$E(n)=ne+\binom n2 v+\binom n3 c .$$
This is `energy_eq`. Its proof first groups the sum by subset size, then shortens it to sizes 0 to 3: binomial coefficients vanish above $n$, and increments vanish above three. An isolated fragment has energy $e$, so subtracting $ne$ leaves the interaction energy (`interaction_eq`)
$$E_{\mathrm{int}}(n)=\binom n2 v+\binom n3 c .$$

Extending each pair by a third fragment can be done in $n-2$ ways and produces every triple three times. Hence, for $n\ge 2$,
$$\binom n3=\binom n2\frac{n-2}{3},$$
and for $n=0$ and $n=1$ both sides are zero. `triples_eq` treats these small sizes separately, because subtraction of natural numbers agrees with real subtraction only from $n=2$ on. The interaction energy becomes
$$E_{\mathrm{int}}(n)=\binom n2\left[v+\frac{(n-2)c}{3}\right].$$

Let the reference cluster $S$ have $N\ge2$ fragments. The pair model gives $\binom N2u$, and since $\binom N2\neq0$ it can be cancelled from the fitting condition:
$$u=v+\frac{(N-2)c}{3}.$$
`fits_iff` states this in both directions: this value fits, and no other does. The term added to $v$ is each pair's share of the three-body energy, and it depends on $N$.

## The error in another cluster

Let $T$ have $M$ fragments. Inserting the fitted $u$ gives
$$E_{\mathrm{int}}(M)-\binom M2u=\binom M2\frac{(M-2)-(N-2)}{3}\,c=\binom M2\frac{c\,(M-N)}{3}.$$
This is `transfer_error`, which holds for every $M$, including 0 and 1, where the exact and the model interaction energy both vanish. Its proof obtains $u$ from `fits_iff`, substitutes it and leaves the algebra to `ring`. For example, a fit to a dimer gives $u=v$, and the error for a trimer is $c$.

If $M\ge2$, the factor $\binom M2$ is nonzero, so the error vanishes exactly when $c=0$ or $M=N$; this is `transferable_iff`. If $c<0$ and $M>N$, the error is negative: the pair model gives too high an interaction energy for the larger cluster, as `underbinds_larger` states.

For simulation practice, the formula shows how a pair energy fitted to total interaction energies acquires a dependence on cluster size, within a model of identical, geometry-independent increments that end at triples.

## A reference cluster of one fragment

The condition $N\ge2$ is what makes the fit informative. Take $N=1$, $v=c=0$ and $u=1$. The reference cluster contains no pair, so its exact and its model interaction energy are both zero and the fit succeeds. For a dimer the exact interaction energy is 0 and the pair model gives 1. The true error is $-1$, whereas the formula would give 0.
